# The link determinant of two free fermions has the sign of the inner product of their relative vectors

Q: You describe a path as a sequence of labelled two-particle configurations, put a determinant on every link, and call the path closed when the last configuration equals the first, labels included. Fermions can return exchanged. Where did those paths go?

A: Into the determinants. Each one contains a direct term, in which the particles keep their labels, and an exchange term with a minus sign. With the propagator antisymmetrised on every link, the trace identifies the first and last slices as labelled configurations. Exchange is then already counted, so paths with a swapped endpoint are not added.

The particles are free and have the same spin state. Their positions lie in a real inner product space `E`, whose dimension is left open.

```lean
import Mathlib

open scoped Real InnerProductSpace

namespace FermionLinkSign

noncomputable section

variable {E : Type*} [NormedAddCommGroup E] [InnerProductSpace ℝ E]
```

Q: What do you keep of a configuration?

A: For the sign, only the relative vector. If the particles sit at $x_0$ and $x_1$ on one slice and at $y_0$ and $y_1$ on the next, I write $r = x_0 - x_1$ and $s = y_0 - y_1$. In Lean a configuration is a function `Fin 2 → E`, so the particles are numbered 0 and 1.

```lean
/-- The relative vector of a two-particle configuration. -/
def relVec (x : Fin 2 → E) : E := x 0 - x 1
```

Q: And the propagator? I see a Gaussian with no prefactor and an unexplained constant $c$.

A: For particles of mass $m$ and an imaginary-time step $\tau$ in units of inverse energy, $c = 2\hbar^2\tau/m$. The condition $c > 0$ says that the step and the mass are positive. The missing prefactor is a positive number common to all four matrix entries, so it multiplies the determinant by its square and leaves the sign alone.

```lean
/-- The matrix of free-particle Gaussian propagators between two successive time slices,
without normalisation, for a width parameter `c > 0`. -/
def linkMatrix (c : ℝ) (x y : Fin 2 → E) : Matrix (Fin 2) (Fin 2) ℝ :=
  Matrix.of fun i j => Real.exp (-‖x i - y j‖ ^ 2 / c)
```

The weight of a path over $n$ links is the product of its $n$ link determinants. Lean takes an infinite sequence of slices `x : ℕ → Fin 2 → E`, but only slices $0$ to $n$ enter.

```lean
/-- The weight of the first `n` links of a path: the product of their link determinants,
for a width parameter `c > 0`. -/
def chainWeight (c : ℝ) (x : ℕ → Fin 2 → E) (n : ℕ) : ℝ :=
  ∏ k ∈ Finset.range n, (linkMatrix c (x k) (x (k + 1))).det
```

Q: Show me the sign of one link by hand.

A: The determinant is the direct term minus the exchange term:

$$\det = e^{-(\|x_0-y_0\|^2+\|x_1-y_1\|^2)/c} - e^{-(\|x_0-y_1\|^2+\|x_1-y_0\|^2)/c}.$$

Expand the squares in both exponents. The terms $\|x_i\|^2$ and $\|y_j\|^2$ occur equally in both, so only the cross terms differ:

$$\begin{aligned}
&\|x_0-y_1\|^2+\|x_1-y_0\|^2-\|x_0-y_0\|^2-\|x_1-y_1\|^2\\
&\quad= 2\langle x_0,y_0\rangle+2\langle x_1,y_1\rangle-2\langle x_0,y_1\rangle-2\langle x_1,y_0\rangle = 2\langle r,s\rangle.
\end{aligned}$$

Taking out the direct term gives

$$\det = e^{-(\|x_0-y_0\|^2+\|x_1-y_1\|^2)/c}\left(1-e^{-2\langle r,s\rangle/c}\right).$$

The Lean proof follows the same route. The identity for the squared distances is called `key`, `Matrix.det_fin_two` writes out the determinant, and `linear_combination` uses `key` to match the exchange exponents.

```lean
/-- The link determinant is the Gaussian weight of the direct term times a factor that depends on
the configurations only through the inner product of their relative vectors. -/
theorem det_linkMatrix (c : ℝ) (x y : Fin 2 → E) :
    (linkMatrix c x y).det =
      Real.exp (-(‖x 0 - y 0‖ ^ 2 + ‖x 1 - y 1‖ ^ 2) / c) *
        (1 - Real.exp (-2 * ⟪relVec x, relVec y⟫_ℝ / c)) := by
  -- the exchange term costs twice the inner product of the relative vectors
  have key : ‖x 0 - y 1‖ ^ 2 + ‖x 1 - y 0‖ ^ 2 =
      ‖x 0 - y 0‖ ^ 2 + ‖x 1 - y 1‖ ^ 2 + 2 * ⟪relVec x, relVec y⟫_ℝ := by
    simp only [relVec, norm_sub_sq_real, inner_sub_left, inner_sub_right]
    ring
  rw [Matrix.det_fin_two]
  simp only [linkMatrix, Matrix.of_apply]
  rw [mul_sub, mul_one, ← Real.exp_add, ← Real.exp_add, ← Real.exp_add]
  congr 2
  · ring
  · linear_combination (-1 / c) * key
```

Q: So the bracket decides.

A: Yes. The prefactor is positive. For $c > 0$ the bracket is positive when $\langle r,s\rangle > 0$, zero when $\langle r,s\rangle = 0$, and negative when $\langle r,s\rangle < 0$. The theorem states this as an equality of signs, where `SignType.sign` takes the values $-1$, $0$ and $1$. Its proof treats the three cases in turn.

```lean
/-- For `c > 0` the link determinant of two particles has the sign of the inner product of
the relative vectors on the two time slices. -/
theorem sign_det_linkMatrix {c : ℝ} (hc : 0 < c) (x y : Fin 2 → E) :
    SignType.sign (linkMatrix c x y).det = SignType.sign ⟪relVec x, relVec y⟫_ℝ := by
  rw [det_linkMatrix, sign_mul, sign_pos (Real.exp_pos _), one_mul]
  rcases lt_trichotomy ⟪relVec x, relVec y⟫_ℝ 0 with h | h | h
  · have h1 : 0 < -2 * ⟪relVec x, relVec y⟫_ℝ / c := div_pos (by linarith) hc
    have h2 := Real.one_lt_exp_iff.2 h1
    rw [sign_neg h, sign_neg (sub_neg.2 h2)]
  · rw [h]
    simp
  · have h1 : -2 * ⟪relVec x, relVec y⟫_ℝ / c < 0 :=
      div_neg_of_neg_of_pos (by linarith) hc
    have h2 := Real.exp_lt_one_iff.2 h1
    rw [sign_pos h, sign_pos (sub_pos.2 h2)]
```

Q: A simulation samples whole paths, not single links.

A: Signs multiply. Let $r_k$ be the relative vector on slice $k$, which is `relVec (x k)` in the file, and let $W_n$ be the weight of the first $n$ links. Then

$$\operatorname{sign} W_n = \operatorname{sign}\prod_{k=0}^{n-1}\langle r_k, r_{k+1}\rangle.$$

This holds for open and closed paths alike. The proof is an induction on $n$: each new link contributes one determinant on the left and one inner product on the right, and the link theorem equates their signs. With no links both products are 1.

```lean
/-- For `c > 0` the weight of a path has the sign of the product of the inner products of
successive relative vectors. -/
theorem sign_chainWeight {c : ℝ} (hc : 0 < c) (x : ℕ → Fin 2 → E) (n : ℕ) :
    SignType.sign (chainWeight c x n) =
      SignType.sign (∏ k ∈ Finset.range n, ⟪relVec (x k), relVec (x (k + 1))⟫_ℝ) := by
  unfold chainWeight
  induction n with
  | zero => simp
  | succ n ih =>
    rw [Finset.prod_range_succ, Finset.prod_range_succ, sign_mul, sign_mul, ih,
      sign_det_linkMatrix hc]
```

Q: Now close the path. Why should two links be harmless in every dimension?

A: Because the path goes out and comes back. Closure gives $r_2 = r_0$, so

$$\langle r_0,r_1\rangle\langle r_1,r_2\rangle = \langle r_0,r_1\rangle\langle r_1,r_0\rangle = \langle r_0,r_1\rangle^2 \ge 0.$$

The weight can vanish, for instance when $r_0$ and $r_1$ are orthogonal, so the theorem says nonnegative and not positive. In Lean, `real_inner_comm` supplies the symmetry of the inner product and `mul_self_nonneg` the square.

```lean
/-- For `c > 0` a closed path of two links has nonnegative weight in any dimension. -/
theorem chainWeight_two_nonneg {c : ℝ} (hc : 0 < c) (x : ℕ → Fin 2 → E)
    (h : x 2 = x 0) : 0 ≤ chainWeight c x 2 := by
  rw [← sign_nonneg_iff, sign_chainWeight hc, sign_nonneg_iff,
    Finset.prod_range_succ, Finset.prod_range_one]
  change 0 ≤ ⟪relVec (x 0), relVec (x 1)⟫_ℝ * ⟪relVec (x 1), relVec (x 2)⟫_ℝ
  rw [h, real_inner_comm (relVec (x 0)) (relVec (x 1))]
  exact mul_self_nonneg _
```

Q: And on a line you allow any number of links?

A: There the inner product is ordinary multiplication, so the product splits:

$$\prod_{k=0}^{n-1} r_k r_{k+1} = \Big(\prod_{k=0}^{n-1} r_k\Big)\Big(\prod_{k=0}^{n-1} r_{k+1}\Big) = \Big(\prod_{k=0}^{n-1} r_k\Big)^2 \ge 0.$$

The second product runs over $r_1,\dots,r_n$. Since $r_n = r_0$, it has the same factors as the first. The step `e` in the proof does this bookkeeping by splitting off the last factor of one product and the first factor of the other. The particles may pass each other on the way: a closed path reverses their order an even number of times.

```lean
/-- For `c > 0` a closed path of two particles on a line has nonnegative weight for any
number of links. -/
theorem chainWeight_line_nonneg {c : ℝ} (hc : 0 < c) (x : ℕ → Fin 2 → ℝ) (n : ℕ)
    (h : x n = x 0) : 0 ≤ chainWeight c x n := by
  rw [← sign_nonneg_iff, sign_chainWeight hc, sign_nonneg_iff]
  have hin : ∀ a b : ℝ, ⟪a, b⟫_ℝ = a * b := fun a b => by simp [mul_comm]
  -- shifting a closed path by one slice does not change the product
  have e : ∏ k ∈ Finset.range n, relVec (x (k + 1)) =
      ∏ k ∈ Finset.range n, relVec (x k) := by
    cases n with
    | zero => simp
    | succ m =>
      rw [Finset.prod_range_succ, Finset.prod_range_succ' (fun k => relVec (x k)), h]
  simp only [hin, Finset.prod_mul_distrib, e]
  exact mul_self_nonneg _
```

Q: What goes wrong with three links once there is more room?

A: Three relative vectors can point away from each other pairwise. With $r_3 = r_0$, the sign is that of

$$\langle r_0,r_1\rangle\langle r_1,r_2\rangle\langle r_2,r_0\rangle,$$

and three negative factors have a negative product. The first theorem below assumes exactly these three inequalities.

```lean
/-- For `c > 0` a closed path of three links has negative weight if its three relative
vectors have pairwise negative inner products. -/
theorem chainWeight_three_neg {c : ℝ} (hc : 0 < c) (x : ℕ → Fin 2 → E) (h : x 3 = x 0)
    (h01 : ⟪relVec (x 0), relVec (x 1)⟫_ℝ < 0)
    (h12 : ⟪relVec (x 1), relVec (x 2)⟫_ℝ < 0)
    (h20 : ⟪relVec (x 2), relVec (x 0)⟫_ℝ < 0) : chainWeight c x 3 < 0 := by
  rw [← sign_eq_neg_one_iff, sign_chainWeight hc, sign_eq_neg_one_iff,
    Finset.prod_range_succ, Finset.prod_range_succ, Finset.prod_range_one]
  change ⟪relVec (x 0), relVec (x 1)⟫_ℝ * ⟪relVec (x 1), relVec (x 2)⟫_ℝ *
    ⟪relVec (x 2), relVec (x 3)⟫_ℝ < 0
  rw [h]
  exact mul_neg_of_pos_of_neg (mul_pos_of_neg_of_neg h01 h12) h20
```

The case of 120 degrees follows, since $\langle u,v\rangle = \|u\|\|v\|\cos(2\pi/3) = -\tfrac12\|u\|\|v\| < 0$ for nonzero vectors $u$ and $v$.

Q: Your theorem doesn't say that the relative vectors are nonzero.

A: The angle hypotheses imply it, because Mathlib sets the angle with a zero vector to $\pi/2$. The proof argues by contradiction: if the inner product were nonnegative, the angle would be at most $\pi/2$, which is less than $2\pi/3$.

```lean
/-- For `c > 0` a closed path of three links has negative weight if its three relative
vectors are pairwise at 120 degrees. -/
theorem chainWeight_three_neg_of_angle {c : ℝ} (hc : 0 < c) (x : ℕ → Fin 2 → E)
    (h : x 3 = x 0)
    (h01 : InnerProductGeometry.angle (relVec (x 0)) (relVec (x 1)) = 2 * π / 3)
    (h12 : InnerProductGeometry.angle (relVec (x 1)) (relVec (x 2)) = 2 * π / 3)
    (h20 : InnerProductGeometry.angle (relVec (x 2)) (relVec (x 0)) = 2 * π / 3) :
    chainWeight c x 3 < 0 := by
  -- an angle of 120 degrees means a negative inner product
  have obtuse : ∀ u v : E, InnerProductGeometry.angle u v = 2 * π / 3 → ⟪u, v⟫_ℝ < 0 := by
    intro u v huv
    by_contra hn
    have h1 : InnerProductGeometry.angle u v ≤ π / 2 :=
      Real.arccos_le_pi_div_two.2 (div_nonneg (not_lt.1 hn) (by positivity))
    linarith [Real.pi_pos]
  exact chainWeight_three_neg hc x h (obtuse _ _ h01) (obtuse _ _ h12) (obtuse _ _ h20)
```

Q: That is still conditional. Is there an actual path that does this?

A: Yes, in the plane. Keep the second particle at the origin and put the first on the unit circle at polar angle $\theta$. The relative vector is then $(\cos\theta,\sin\theta)$.

```lean
/-- Two particles in the plane, the second at the origin and the first on the unit circle
at polar angle `θ`. -/
def planarPair (θ : ℝ) : Fin 2 → EuclideanSpace ℝ (Fin 2) :=
  ![!₂[Real.cos θ, Real.sin θ], 0]
```

On slice $k$ take $\theta_k = \tfrac{2\pi}{3}\min(k,3)$. The first particle moves through 120 degrees in each of the first three links, is back where it started, and stays there.

```lean
/-- The planar path whose relative vector turns by 120 degrees in each of the first three
links and then stays at rest. -/
def turningPath (k : ℕ) : Fin 2 → EuclideanSpace ℝ (Fin 2) :=
  planarPair (2 * π / 3 * ((min k 3 : ℕ) : ℝ))
```

For polar angles $a$ and $b$ the inner product is

$$\cos a\cos b+\sin a\sin b = \cos(b-a),$$

which is $-\tfrac12$ for each of the first three links and $1$ for every link at rest.

```lean
/-- The relative vectors of two planar pairs have the cosine of the difference of their
polar angles as inner product. -/
theorem inner_planarPair (a b : ℝ) :
    ⟪relVec (planarPair a), relVec (planarPair b)⟫_ℝ = Real.cos (b - a) := by
  have e : ∀ t : ℝ, relVec (planarPair t) = !₂[Real.cos t, Real.sin t] := fun t => by
    simp [relVec, planarPair]
  rw [e, e, Real.cos_sub]
  simp [PiLp.inner_apply, Fin.sum_univ_two, mul_comm]
```

The path is closed after any $n \ge 3$ links, because $\theta_n = 2\pi$ describes the same point as $\theta_0 = 0$.

```lean
/-- The turning path is closed after any number `n ≥ 3` of links. -/
theorem turningPath_closed {n : ℕ} (hn : 3 ≤ n) : turningPath n = turningPath 0 := by
  have e : 2 * π / 3 * ((min n 3 : ℕ) : ℝ) = 2 * π := by
    rw [min_eq_right hn]
    push_cast
    ring
  unfold turningPath
  rw [e]
  simp [planarPair]
```

Q: Why the rest at the end?

A: It makes one path serve for every $n \ge 3$. The product of inner products is $(-\tfrac12)^3\cdot 1^{\,n-3} = -\tfrac18$, so the weight is negative. Lean proves this by induction from $n = 3$. The base case is the three-link theorem, with `step` providing the negative inner products. In the induction step, `hpos` shows that each link at rest on this path has a positive determinant, so adding it keeps the weight negative. In the plane, then, the guarantee for two links extends to no larger number.

```lean
/-- For `c > 0` and every number `n ≥ 3` of links, the turning path in the plane is closed
and has negative weight. -/
theorem turningPath_weight_neg {c : ℝ} (hc : 0 < c) {n : ℕ} (hn : 3 ≤ n) :
    turningPath n = turningPath 0 ∧ chainWeight c turningPath n < 0 := by
  refine ⟨turningPath_closed hn, ?_⟩
  have hcos : Real.cos (2 * π / 3) < 0 :=
    Real.cos_neg_of_pi_div_two_lt_of_lt (by linarith [Real.pi_pos])
      (by linarith [Real.pi_pos])
  -- each of the first three links turns the relative vector by 120 degrees
  have step : ∀ k : ℕ, k < 3 →
      ⟪relVec (turningPath k), relVec (turningPath (k + 1))⟫_ℝ < 0 := by
    intro k hk
    have e : 2 * π / 3 * ((k + 1 : ℕ) : ℝ) - 2 * π / 3 * (k : ℝ) = 2 * π / 3 := by
      push_cast
      ring
    unfold turningPath
    rw [inner_planarPair, min_eq_left (show k ≤ 3 by omega),
      min_eq_left (show k + 1 ≤ 3 by omega), e]
    exact hcos
  induction n, hn using Nat.le_induction with
  | base =>
    have h2 := step 2 (by norm_num)
    rw [show 2 + 1 = 3 from rfl, turningPath_closed (le_refl 3)] at h2
    exact chainWeight_three_neg hc _ (turningPath_closed (le_refl 3))
      (step 0 (by norm_num)) (step 1 (by norm_num)) h2
  | succ n hn ih =>
    -- every link of the turning path after the third has a positive determinant
    have hpos : 0 < (linkMatrix c (turningPath n) (turningPath (n + 1))).det := by
      rw [← sign_eq_one_iff, sign_det_linkMatrix hc, sign_eq_one_iff,
        turningPath_closed hn, turningPath_closed (show 3 ≤ n + 1 by omega)]
      unfold turningPath
      rw [inner_planarPair, sub_self, Real.cos_zero]
      exact one_pos
    unfold chainWeight at ih ⊢
    rw [Finset.prod_range_succ]
    exact mul_neg_of_neg_of_pos ih hpos

end

end FermionLinkSign
```

```lean
#print axioms FermionLinkSign.sign_det_linkMatrix
-- 'FermionLinkSign.sign_det_linkMatrix' depends on axioms: [propext, Classical.choice, Quot.sound]
#print axioms FermionLinkSign.chainWeight_line_nonneg
-- 'FermionLinkSign.chainWeight_line_nonneg' depends on axioms: [propext, Classical.choice, Quot.sound]
#print axioms FermionLinkSign.chainWeight_three_neg_of_angle
-- 'FermionLinkSign.chainWeight_three_neg_of_angle' depends on axioms: [propext, Classical.choice, Quot.sound]
#print axioms FermionLinkSign.turningPath_weight_neg
-- 'FermionLinkSign.turningPath_weight_neg' depends on axioms: [propext, Classical.choice, Quot.sound]
```

Q: Have you then settled the sign problem for two fermions?

A: No. The theorems concern the signs of individual paths, not the average sign, which also depends on how much weight the negative paths carry. For path-integral Monte Carlo with antisymmetrised free propagators, they say that two non-interacting fermions in the same spin state on a line give closed paths of nonnegative weight for any number of links, while in the plane negative weights occur from three links on. Interactions, external potentials and more than two particles are not treated.
